# For a nonnegative, nonzero local density of states and a positive semidefinite kernel, LDOS mixing is solvable and conserves charge

A density-mixing step for a metal can correct the residual $R$, the output density minus the input density, by solving $\varepsilon d=R$ with a model dielectric matrix $\varepsilon$. If $\varepsilon$ is singular, some residuals have no correction and others have infinitely many. If $d$ carries a different total charge from $R$, a neutral residual changes the number of electrons. Neither failure occurs for the local-density-of-states (LDOS) model on a finite real-space grid, under three hypotheses: the density of states has a positive sum, it is nowhere negative, and the interaction kernel has a nonnegative quadratic form.

## The local response and its Fermi-level shift

Let $i$ label the grid points, $D_i$ the local density of states at the Fermi level, and $s=\sum_i D_i$. A small change $v_i$ in the electrons' potential energy shifts the local levels by $v_i$, while the Fermi level moves by some $\delta E_F$. In the local approximation the electron density changes by $-D_i(v_i-\delta E_F)$. Fixing the electron number gives

$$\delta E_F=\langle v\rangle=\frac1s\sum_i D_i v_i .$$

The response matrix is therefore

$$\chi=-\mathrm{diag}(D)+\frac{DD^{T}}{s},\qquad (\chi v)_i=-D_i\,(v_i-\langle v\rangle).$$

A kernel $K$ turns a density change into a potential change, and $\varepsilon=1-\chi K$.

In Lean the grid is a finite type `ι`, and densities and potentials are functions `ι → ℝ`. The symbols `*ᵥ` and `⬝ᵥ` are the matrix-vector and dot products, and `vecMulVec D D` is $DD^T$. "Charge" means the plain sum over grid points, which on a uniform grid gives the electron number when multiplied by the volume per grid point. The local form of $\chi$ is a definition here; it is not derived from a Hamiltonian.

```lean
import Mathlib

open Matrix

namespace LDOSMixing

noncomputable section

variable {ι : Type*} [Fintype ι] [DecidableEq ι]
```

The average $\langle v\rangle$ is `ldosAverage D v`.

```lean
/-- The average of a potential `v` weighted by the local density of states `D`,
defined for `D` with nonzero sum. -/
def ldosAverage (D v : ι → ℝ) : ℝ := (∑ i, D i * v i) / ∑ i, D i
```

The matrix $\chi$ is `ldosResponse D`.

```lean
/-- The local-density-of-states response `χ = -diag(D) + D Dᵀ / s`, where `s` is the sum of `D`,
defined for nonzero `s`. -/
def ldosResponse (D : ι → ℝ) : Matrix ι ι ℝ :=
  -diagonal D + (∑ i, D i)⁻¹ • vecMulVec D D
```

The matrix $\varepsilon$ is `dielectric D K`.

```lean
/-- The dielectric matrix `ε = 1 - χ K` built from the local-density-of-states response and
an interaction kernel `K`, defined for `D` with nonzero sum. -/
def dielectric (D : ι → ℝ) (K : Matrix ι ι ℝ) : Matrix ι ι ℝ := 1 - ldosResponse D * K
```

The pointwise formula for $\chi v$ follows by expanding the matrix product: $(DD^Tv)_i=D_i\sum_jD_jv_j$, and dividing by $s$ gives $D_i\langle v\rangle$. In the proof, `h` is the first of these equalities and `ring` collects the terms.

```lean
/-- The density induced at a point is minus the local density of states times the deviation
of the potential from its weighted average. -/
theorem ldosResponse_mulVec (D v : ι → ℝ) (i : ι) :
    (ldosResponse D *ᵥ v) i = -(D i * (v i - ldosAverage D v)) := by
  have h : (vecMulVec D D *ᵥ v) i = D i * ∑ j, D j * v j := by
    simp only [Matrix.mulVec, dotProduct, vecMulVec_apply, Finset.mul_sum, mul_assoc]
  rw [ldosResponse, add_mulVec, neg_mulVec, smul_mulVec]
  simp only [Pi.add_apply, Pi.neg_apply, Pi.smul_apply, smul_eq_mul, mulVec_diagonal, h,
    ldosAverage]
  ring
```

## States at the Fermi level: $s>0$

The hypothesis `hs` says that the Fermi level has states to shift against. For nonnegative $D$ it fails only when every $D_i$ is zero, as in an insulator without smearing. Then $\langle v\rangle$ reads $0/0$, and the model has no metallic screening to describe.

By hand, $s\neq0$ permits the step $s\langle v\rangle=\sum_iD_iv_i$, so that

$$\sum_i(\chi v)_i=-\sum_iD_iv_i+\langle v\rangle s=0 .$$

Every induced density is neutral. In Lean, `ha` is the same cancellation, and `linarith` finishes the sum.

```lean
/-- If the density of states has positive sum, the density induced by any potential
carries no net charge. -/
theorem sum_ldosResponse {D : ι → ℝ} (hs : 0 < ∑ i, D i) (v : ι → ℝ) :
    ∑ i, (ldosResponse D *ᵥ v) i = 0 := by
  have ha : ldosAverage D v * ∑ i, D i = ∑ i, D i * v i := div_mul_cancel₀ _ hs.ne'
  simp only [ldosResponse_mulVec, mul_sub, Finset.sum_neg_distrib, Finset.sum_sub_distrib,
    ← Finset.sum_mul]
  linarith
```

The pointwise formula also settles which potentials induce nothing. If $\chi v=0$, then $v_i=\langle v\rangle$ wherever $D_i\neq0$. Conversely, if $v_i=c$ at all those points, then $D_iv_i=D_ic$ everywhere, so $\langle v\rangle=c$ and $\chi v=0$. The potential is unrestricted where $D_i=0$. In a vacuum region outside a metal, $D_i$ becomes very small but is generally not exactly zero, so a moderate potential there induces little density rather than none. The two branches of the proof are these two directions.

```lean
/-- If the density of states has positive sum, a potential induces no density exactly when it
is constant on the points where the density of states is nonzero. -/
theorem ldosResponse_eq_zero_iff {D : ι → ℝ} (hs : 0 < ∑ i, D i) (v : ι → ℝ) :
    ldosResponse D *ᵥ v = 0 ↔ ∃ c, ∀ i, D i ≠ 0 → v i = c := by
  constructor
  · intro h
    refine ⟨ldosAverage D v, fun i hi => ?_⟩
    have h1 := congrFun h i
    rw [ldosResponse_mulVec] at h1
    simp only [Pi.zero_apply, neg_eq_zero, mul_eq_zero] at h1
    exact sub_eq_zero.1 (h1.resolve_left hi)
  · rintro ⟨c, hc⟩
    have hD : ∀ i, D i * v i = D i * c := by
      intro i
      by_cases h : D i = 0
      · rw [h, zero_mul, zero_mul]
      · rw [hc i h]
    -- the weighted average is the common value
    have ha : ldosAverage D v = c := by
      rw [ldosAverage, div_eq_iff hs.ne', Finset.sum_congr rfl (fun i _ => hD i),
        ← Finset.sum_mul, mul_comm]
    ext i
    rw [ldosResponse_mulVec, ha, mul_sub, hD i, sub_self, neg_zero, Pi.zero_apply]
```

A potential that is constant on the whole grid is a special case: it only moves the zero of energy.

```lean
/-- If the density of states has positive sum, a constant potential induces no density. -/
theorem ldosResponse_const {D : ι → ℝ} (hs : 0 < ∑ i, D i) (c : ℝ) :
    ldosResponse D *ᵥ (fun _ => c) = 0 :=
  (ldosResponse_eq_zero_iff hs _).2 ⟨c, fun _ _ => rfl⟩
```

For the quadratic form, write $v_i=(v_i-\langle v\rangle)+\langle v\rangle$ in $\sum_iv_i(\chi v)_i$. The second part contributes $\langle v\rangle\sum_i(\chi v)_i=0$, leaving

$$v\cdot\chi v=-\sum_iD_i\,(v_i-\langle v\rangle)^2 .$$

The `calc` block makes this split and removes the neutral term with `sum_ldosResponse`.

```lean
/-- If the density of states has positive sum, the quadratic form of the response is minus the
weighted sum of squared deviations of the potential from its weighted average. -/
theorem dotProduct_ldosResponse {D : ι → ℝ} (hs : 0 < ∑ i, D i) (v : ι → ℝ) :
    v ⬝ᵥ ldosResponse D *ᵥ v = -∑ i, D i * (v i - ldosAverage D v) ^ 2 := by
  calc v ⬝ᵥ ldosResponse D *ᵥ v
      = ∑ i, (-(D i * (v i - ldosAverage D v) ^ 2)
          + ldosAverage D v * (ldosResponse D *ᵥ v) i) := by
        unfold dotProduct
        refine Finset.sum_congr rfl fun i _ => ?_
        rw [ldosResponse_mulVec]
        ring
    _ = -∑ i, D i * (v i - ldosAverage D v) ^ 2 := by
        rw [Finset.sum_add_distrib, ← Finset.mul_sum, sum_ldosResponse hs,
          Finset.sum_neg_distrib, mul_zero, add_zero]
```

## No negative density of states: $D_i\ge0$

The hypothesis `hD` holds for a true density of states. It can fail numerically, because some higher-order smearing functions take negative values.

By hand it enters at one point: each term $D_i(v_i-\langle v\rangle)^2$ is nonnegative, so $v\cdot\chi v\le0$. The proof does this with `Finset.sum_nonneg`. Symmetry of $\chi$ is checked entry by entry and does not depend on the sign of $D$.

```lean
/-- For a nonnegative density of states with positive sum, the response is symmetric and
negative semidefinite. -/
theorem ldosResponse_negSemidef {D : ι → ℝ} (hD : ∀ i, 0 ≤ D i) (hs : 0 < ∑ i, D i) :
    (ldosResponse D).IsSymm ∧ ∀ v, v ⬝ᵥ ldosResponse D *ᵥ v ≤ 0 := by
  constructor
  · refine Matrix.IsSymm.ext fun i j => ?_
    by_cases h : i = j
    · rw [h]
    · simp [ldosResponse, vecMulVec_apply, diagonal_apply_ne _ h,
        diagonal_apply_ne _ (Ne.symm h), mul_comm]
  · intro v
    rw [dotProduct_ldosResponse hs, neg_nonpos]
    exact Finset.sum_nonneg fun i _ => mul_nonneg (hD i) (sq_nonneg _)
```

Without this hypothesis $\varepsilon$ can be singular even for a harmless kernel. Take $D=(2,-1)$, so $s=1$, and $K=\tfrac14\cdot 1$. Then

$$\chi=\begin{pmatrix}2&-2\\-2&2\end{pmatrix},\qquad \varepsilon=\frac12\begin{pmatrix}1&1\\1&1\end{pmatrix},$$

and $\varepsilon$ annihilates $(1,-1)$.

## A kernel with no negative energy: $x\cdot Kx\ge0$

The hypothesis `hK` says that no density fluctuation $x$ has negative interaction energy, which on a uniform grid is $\tfrac12\,x\cdot Kx$ times the volume per grid point. The periodic Hartree kernel, with its zero-wavevector component set to zero, has this property. Adding an exchange-correlation kernel may destroy it. Symmetry of $K$ is not required.

Suppose $\varepsilon d=\mu d$ with $d\neq0$ and real $\mu<1$. Then $\chi Kd=(1-\mu)d$. Taking the dot product with $Kd$ gives

$$(Kd)\cdot\chi(Kd)=(1-\mu)\,d\cdot Kd .$$

The left side is at most zero by the sign of $\chi$, and the right side is at least zero by the sign of $K$, so both vanish. The left side is minus a sum of nonnegative terms $D_i\big((Kd)_i-\langle Kd\rangle\big)^2$, so each term is zero. Hence $Kd$ is constant where $D_i\neq0$, and $\chi Kd=0$. This leaves $(1-\mu)d=0$, which contradicts $\mu<1$ and $d\neq0$. Every real eigenvalue of $\varepsilon$ is therefore at least one.

The Lean proof follows the same order: `hχ` is the rearranged eigenvalue equation, `hz` the vanishing quadratic form, and `h0` the vanishing induced density.

```lean
/-- For a nonnegative density of states with positive sum and a kernel with nonnegative
quadratic form, every real eigenvalue of the dielectric matrix is at least one. -/
theorem one_le_dielectric_eigenvalue {D : ι → ℝ} (hD : ∀ i, 0 ≤ D i) (hs : 0 < ∑ i, D i)
    {K : Matrix ι ι ℝ} (hK : ∀ x, 0 ≤ x ⬝ᵥ K *ᵥ x) {μ : ℝ} {d : ι → ℝ} (hd : d ≠ 0)
    (h : dielectric D K *ᵥ d = μ • d) : 1 ≤ μ := by
  by_contra hμ
  have hlt : μ < 1 := not_le.1 hμ
  have hχ : ldosResponse D *ᵥ (K *ᵥ d) = (1 - μ) • d := by
    rw [dielectric, sub_mulVec, one_mulVec, ← mulVec_mulVec] at h
    rw [sub_smul, one_smul, ← h, sub_sub_cancel]
  -- the two semidefinite forms have opposite signs, so both vanish
  have hz : (K *ᵥ d) ⬝ᵥ ldosResponse D *ᵥ (K *ᵥ d) = 0 := by
    refine le_antisymm ((ldosResponse_negSemidef hD hs).2 _) ?_
    rw [hχ, dotProduct_smul, smul_eq_mul, dotProduct_comm]
    exact mul_nonneg (by linarith) (hK d)
  rw [dotProduct_ldosResponse hs, neg_eq_zero, Finset.sum_eq_zero_iff_of_nonneg
    (fun i _ => mul_nonneg (hD i) (sq_nonneg _))] at hz
  -- hence the potential `K d` is constant where `D` is nonzero and induces no density
  have h0 : ldosResponse D *ᵥ (K *ᵥ d) = 0 := by
    refine (ldosResponse_eq_zero_iff hs _).2 ⟨ldosAverage D (K *ᵥ d), fun i hi => ?_⟩
    have h2 := (mul_eq_zero.1 (hz i (Finset.mem_univ i))).resolve_left hi
    exact sub_eq_zero.1 (pow_eq_zero_iff (two_ne_zero)|>.1 h2)
  rw [hχ] at h0
  rcases smul_eq_zero.1 h0 with h1 | h1
  · linarith
  · exact hd h1
```

In particular, zero is not an eigenvalue, so the square matrix $\varepsilon$ is injective and hence invertible. For charge, neutrality of the response gives, for every $d$,

$$\sum_i(\varepsilon d)_i=\sum_id_i-\sum_i(\chi Kd)_i=\sum_id_i .$$

Putting $d=\varepsilon^{-1}R$ yields $\sum_id_i=\sum_iR_i$.

The theorem `ldos_preconditioner` states all of this: `IsUnit (dielectric D K)` is invertibility, and for every `R` the vector $\varepsilon^{-1}R$ solves the equation and has the total charge of `R`. In the proof, `hu` applies the eigenvalue bound with `μ := 0` to the difference of two vectors that have the same image, and `hc` is the charge identity.

```lean
/-- For a nonnegative density of states with positive sum and a kernel with nonnegative
quadratic form, the dielectric matrix is invertible, and the preconditioned residual `ε⁻¹ R`
solves `ε d = R` and has the same total charge as `R`. -/
theorem ldos_preconditioner {D : ι → ℝ} (hD : ∀ i, 0 ≤ D i) (hs : 0 < ∑ i, D i)
    {K : Matrix ι ι ℝ} (hK : ∀ x, 0 ≤ x ⬝ᵥ K *ᵥ x) :
    IsUnit (dielectric D K) ∧ ∀ R : ι → ℝ,
      dielectric D K *ᵥ ((dielectric D K)⁻¹ *ᵥ R) = R ∧
      ∑ i, ((dielectric D K)⁻¹ *ᵥ R) i = ∑ i, R i := by
  -- zero is not an eigenvalue
  have hu : IsUnit (dielectric D K) := by
    refine Matrix.mulVec_injective_iff_isUnit.1 fun x y hxy => ?_
    by_contra hne
    have h1 := one_le_dielectric_eigenvalue hD hs hK (μ := 0) (sub_ne_zero.2 hne)
      (by rw [mulVec_sub, zero_smul]; exact sub_eq_zero.2 hxy)
    linarith
  refine ⟨hu, fun R => ?_⟩
  have hR : dielectric D K *ᵥ ((dielectric D K)⁻¹ *ᵥ R) = R := by
    rw [mulVec_mulVec, mul_nonsing_inv _ ((Matrix.isUnit_iff_isUnit_det _).1 hu), one_mulVec]
  refine ⟨hR, ?_⟩
  -- the induced density is neutral, so `ε` preserves the total charge
  have hc : ∀ d : ι → ℝ, ∑ i, (dielectric D K *ᵥ d) i = ∑ i, d i := by
    intro d
    rw [dielectric, sub_mulVec, one_mulVec, ← mulVec_mulVec]
    simp only [Pi.sub_apply, Finset.sum_sub_distrib, sum_ldosResponse hs, sub_zero]
  rw [← hc, hR]
```

Without `hK`, invertibility can fail. For $D=(1,1)$ and the attractive kernel $K=-1$, the vector $(1,-1)$ satisfies $\chi(1,-1)^T=-(1,-1)^T$, so $\varepsilon=1+\chi$ annihilates it. Charge conservation does not depend on `hK`: whenever a solution exists, it has the charge of $R$.

The result concerns one linear solve with a model response. It does not say that the self-consistency iteration converges, or how well the LDOS model approximates the true response of a material.

## The same argument for a nonlocal response

The eigenvalue argument uses two properties of $\chi$: its quadratic form is nonpositive, and $w\cdot\chi w=0$ forces $\chi w=0$. Every real symmetric negative semidefinite matrix has both. Write $\chi=-B^TB$; then $w\cdot\chi w=-|Bw|^2$, and if this is zero, $Bw=0$ and $\chi w=0$. So $1-\chi K$ is invertible for any such $\chi$ and any $K$ with a nonnegative quadratic form. If the columns of $\chi$ also sum to zero, total charge is conserved as before. This extension is argued here by hand; the Lean theorems treat the LDOS matrix alone.

## A uniform metal and one neutral mode

With further hypotheses the solution is explicit. Let $D_i=g>0$ at every point, as in a homogeneous metal. Let $R$ be neutral, as it is when input and output densities hold the same number of electrons. Finally, let $KR=(4\pi/q^2)R$ with $q\neq0$, which is the Hartree kernel in atomic units acting on a single wave of wavenumber $q$.

Uniformity and neutrality give $\langle R\rangle=\tfrac1s\,g\sum_iR_i=0$ on a nonempty grid, so $\chi R=-gR$. Then

$$\varepsilon R=R-\frac{4\pi}{q^2}\,\chi R=\Big(1+\frac{4\pi g}{q^2}\Big)R=\frac{q^2+4\pi g}{q^2}\,R ,$$

and hence

$$d=\frac{q^2}{q^2+4\pi g}\,R\quad\text{solves}\quad\varepsilon d=R .$$

This is the Kerker factor, which suppresses the long-wavelength part of the residual. The theorem gives it for one eigenvector of $K$. The preconditioner in a plane-wave code applies the factor to each Fourier component with its own $q$, which corresponds to summing such solutions.

Each hypothesis has its own role:

- If $D$ is not uniform, multiplication by $D$ generally mixes wavevectors, and a single factor no longer suffices.
- If $R$ is not neutral, the scaled residual has the wrong total charge, since the factor is less than one and $\varepsilon$ preserves charge.
- If $q=0$, the coefficient $4\pi/q^2$ is undefined.
- The condition $g>0$ keeps the denominator positive.

In Lean, `hχ` is $\chi R=-gR$, and `h2` says that the Kerker factor times $1+4\pi g/q^2$ equals one. Here `hK` names the equation $KR=(4\pi/q^2)R$, not the sign condition of the previous section. The theorem does not assume that $K$ has a nonnegative quadratic form, so it claims a solution and not a unique one. On a nonempty grid with that condition added, `ldos_preconditioner` makes it $\varepsilon^{-1}R$.

```lean
/-- Kerker preconditioning: for a uniform density of states `g > 0` and a neutral residual on
which the kernel acts as `4π/q²` with `q ≠ 0`, the residual scaled by `q² / (q² + 4πg)` solves
the dielectric equation. -/
theorem kerker_of_uniform {g q : ℝ} (hg : 0 < g) (hq : q ≠ 0) {K : Matrix ι ι ℝ} {R : ι → ℝ}
    (hR : ∑ i, R i = 0) (hK : K *ᵥ R = (4 * Real.pi / q ^ 2) • R) :
    dielectric (fun _ => g) K *ᵥ ((q ^ 2 / (q ^ 2 + 4 * Real.pi * g)) • R) = R := by
  -- on neutral potentials the uniform response is multiplication by `-g`
  have hχ : ldosResponse (fun _ => g) *ᵥ R = (-g) • R := by
    ext i
    have ha : ldosAverage (fun _ => g) R = 0 := by
      rw [ldosAverage, ← Finset.mul_sum, hR, mul_zero, zero_div]
    rw [ldosResponse_mulVec, ha, Pi.smul_apply, smul_eq_mul]
    ring
  have hpos : q ^ 2 + 4 * Real.pi * g ≠ 0 := by positivity
  have h1 : q ^ 2 * (4 * Real.pi / q ^ 2) = 4 * Real.pi := by field_simp
  have h2 : q ^ 2 / (q ^ 2 + 4 * Real.pi * g) * (1 + 4 * Real.pi / q ^ 2 * g) = 1 := by
    rw [div_mul_eq_mul_div, div_eq_one_iff_eq hpos]
    linear_combination g * h1
  rw [mulVec_smul, dielectric, sub_mulVec, one_mulVec, ← mulVec_mulVec, hK, mulVec_smul, hχ]
  ext i
  simp only [Pi.smul_apply, Pi.sub_apply, smul_eq_mul]
  linear_combination R i * h2

end

end LDOSMixing
```

```lean
#print axioms LDOSMixing.ldosResponse_const
#print axioms LDOSMixing.ldosResponse_negSemidef
#print axioms LDOSMixing.ldos_preconditioner
#print axioms LDOSMixing.kerker_of_uniform
```

```
'LDOSMixing.ldosResponse_const' depends on axioms: [propext, Classical.choice, Quot.sound]
'LDOSMixing.ldosResponse_negSemidef' depends on axioms: [propext, Classical.choice, Quot.sound]
'LDOSMixing.ldos_preconditioner' depends on axioms: [propext, Classical.choice, Quot.sound]
'LDOSMixing.kerker_of_uniform' depends on axioms: [propext, Classical.choice, Quot.sound]
```
